# Stationary states of a two-state chiral molecule become handed when tunnelling is small compared with parity violation

Let Z be the 2×2 matrix with diagonal entries 1 and −1, let X be the matrix that exchanges the two basis states, and let

H = eZ + dX

with e and d real and not both zero. Every unit eigenvector v of H, with eigenvalue s, satisfies

s² = e² + d² and ⟨v, Zv⟩ = e/s.

If e ≠ 0, then |⟨v, Zv⟩| depends only on the ratio d/e, and it tends to 1 as d/e → 0: each eigenstate becomes concentrated on one of the two basis states.

## Two mirror-image wells with a small bias

The basis states are the left-handed and the right-handed configuration of a chiral molecule, each the mirror image of the other. Tunnelling through the barrier between them is described by dX. If parity is conserved, the two configurations have equal energy, and as long as d ≠ 0 the stationary states are equal-weight superpositions with no preferred handedness.

The weak interaction violates parity and gives the two configurations slightly different energies. The term eZ represents this: with energies measured from the mean of the two, the left-handed configuration has energy e and the right-handed one −e, so their energy difference is 2|e|. Without the bias, tunnelling alone would split the levels by 2|d|.

The expectation value ⟨v, Zv⟩ is the population of the left-handed configuration minus that of the right-handed one. It is called the chirality here. It is 1 or −1 for a purely handed state and 0 for equal populations.

For an isolated molecule reduced to two states, the result says that the ratio of tunnelling to parity violation decides how strongly the energy eigenstates are handed. It concerns stationary states only; a molecule prepared in one well may also stay there for a long time simply because tunnelling is slow.

## Eigenstates, chirality and the limit as Lean states them

A state is a function `v : Fin 2 → ℂ`. The amplitude `v 0` belongs to the left-handed configuration and `v 1` to the right-handed one; below they are written v₀ and v₁. The matrix `hamiltonian e d` is H, with real parameters `e` and `d`.

The predicate `IsEigenstate e d s v` says that v is normalised and that Hv = sv with s real. Taking s real loses nothing: `eigenvalue_sq` and `eigenvalue_real` start from a complex eigenvalue and a non-zero vector, and show that s² = e² + d² and that the imaginary part of s vanishes.

The definition `chirality v` is the inner product of v with Zv, conjugate-linear in the first entry. Its type is ℂ, and `chirality_eq_populations` shows that its value is the real number |v₀|² − |v₁|². The absolute chirality is therefore written as the norm `‖chirality v‖`.

The central theorem, `energy_and_chirality`, assumes `e ≠ 0 ∨ d ≠ 0`. Physically, there must be some bias or some tunnelling. If both vanished, H would be zero, every unit vector would be an eigenstate, and the chirality would be undetermined.

The limit theorem, `chiral_localization`, treats a family of parameters e(i), d(i), energies s(i) and eigenstates v(i). The index i may run through a sequence or a continuous range, since the limit is taken along an arbitrary filter `l`. Every e(i) must be non-zero, and d(i)/e(i) must tend to 0. Neither parameter has to converge by itself, and the eigenstates may change phase or jump between the two energy levels along the way.

The parameters e and d are inputs: nothing here derives them from the weak interaction or from a potential surface. The model also leaves out further vibrational states, the environment and time evolution.

## From the amplitude equations to e/s

In components, Hv = sv reads

e v₀ + d v₁ = s v₀  (1)

d v₀ − e v₁ = s v₁  (2)

Multiply (1) by s and use both equations again:

s² v₀ = e(s v₀) + d(s v₁) = e(e v₀ + d v₁) + d(d v₀ − e v₁) = (e² + d²) v₀.

In the same way,

s² v₁ = d(s v₀) − e(s v₁) = d(e v₀ + d v₁) − e(d v₀ − e v₁) = (e² + d²) v₁.

At least one amplitude is non-zero, so s² = e² + d².

To see that s is real, write s = a + ib with a and b real. The imaginary part of s² = e² + d² gives ab = 0. If b = 0, there is nothing left to show. If a = 0, the real part gives −b² = e² + d² ≥ 0, which again forces b = 0. Since e and d are not both zero, s² > 0 and hence s ≠ 0.

For the chirality, take the complex conjugate of (1) and multiply it by v₀:

e|v₀|² + d conj(v₁) v₀ = s|v₀|².

Multiply (2) by conj(v₁):

d conj(v₁) v₀ − e|v₁|² = s|v₁|².

The tunnelling terms are identical. Subtracting the second line from the first removes them:

e(|v₀|² + |v₁|²) = s(|v₀|² − |v₁|²).

Normalisation turns the left side into e, and the bracket on the right is ⟨v, Zv⟩. Dividing by s gives

⟨v, Zv⟩ = e/s.

If e ≠ 0, taking absolute values gives

|⟨v, Zv⟩| = |e|/√(e² + d²) = 1/√(1 + (d/e)²).

The right side is a continuous function of d/e with value 1 at d/e = 0, which proves the limit. In the opposite case, e = 0 and d ≠ 0, the formula e/s gives chirality 0.

## The eigenvectors, and the numbers for e = 4, d = 3

When d ≠ 0, an eigenvector for either root s is (e + s, d). Its squared length is

(e + s)² + d² = 2s(s + e),

so the normalised eigenvector is

v = (e + s, d)/√(2s(s + e)).

Its populations are |v₀|² = (s + e)/(2s) and |v₁|² = (s − e)/(2s), and their difference is e/s, as it should be. When d = 0, the basis states themselves are eigenvectors, with energies e and −e.

Take e = 4 and d = 3 in any energy unit. Then s² = 25, so s = 5 or s = −5.

For s = 5, the vector (9, 3) normalises to (3, 1)/√10. The populations are 9/10 and 1/10, and the chirality is 4/5 = e/s.

For s = −5, the vector (−1, 3) normalises to (−1, 3)/√10. The populations are 1/10 and 9/10, and the chirality is −4/5.

With e = 40 and d = 9 the energies are ±41, and the absolute chirality rises to 40/41, about 0.976.

## The complete Lean file

```lean
import Mathlib

open Matrix Filter Topology ComplexConjugate

namespace ChiralLocalization

noncomputable section

/-- The Pauli matrix `Z`, with value `1` on the left-handed and `-1` on the right-handed
configuration. -/
def Z : Matrix (Fin 2) (Fin 2) ℂ := !![1, 0; 0, -1]

/-- The Pauli matrix `X`, which exchanges the two configurations. -/
def X : Matrix (Fin 2) (Fin 2) ℂ := !![0, 1; 1, 0]

/-- The two-state Hamiltonian with parity-violating energy `e` and tunnelling energy `d`. -/
def hamiltonian (e d : ℝ) : Matrix (Fin 2) (Fin 2) ℂ := (e : ℂ) • Z + (d : ℂ) • X

/-- The chirality of a state: the expectation value `⟨v, Z v⟩`, for normalised `v`. -/
def chirality (v : Fin 2 → ℂ) : ℂ := star v ⬝ᵥ (Z *ᵥ v)

/-- The vector `v` is normalised and is an eigenvector of the Hamiltonian with energy `s`. -/
def IsEigenstate (e d s : ℝ) (v : Fin 2 → ℂ) : Prop :=
  star v ⬝ᵥ v = 1 ∧ hamiltonian e d *ᵥ v = (s : ℂ) • v

/-- The action of the Hamiltonian on the left- and right-handed amplitudes. -/
theorem hamiltonian_mulVec (e d : ℝ) (v : Fin 2 → ℂ) :
    hamiltonian e d *ᵥ v = ![e * v 0 + d * v 1, d * v 0 - e * v 1] := by
  ext i
  fin_cases i <;>
    simp [hamiltonian, Z, X, Matrix.mulVec, dotProduct, Fin.sum_univ_two]
  ring

/-- For every vector `v`, `chirality v` is the real number `|v 0|² - |v 1|²`. For normalised `v`
this is the left-handed population minus the right-handed one. -/
theorem chirality_eq_populations (v : Fin 2 → ℂ) :
    chirality v = ((‖v 0‖ ^ 2 - ‖v 1‖ ^ 2 : ℝ) : ℂ) := by
  have hz (z : ℂ) : ((‖z‖ ^ 2 : ℝ) : ℂ) = conj z * z := by
    rw [mul_comm, Complex.mul_conj, Complex.normSq_eq_norm_sq]
  rw [Complex.ofReal_sub, hz, hz]
  simp [chirality, Z, Matrix.mulVec, dotProduct, Fin.sum_univ_two]
  ring

/-- The square of every eigenvalue, a priori complex, is `e² + d²`. -/
theorem eigenvalue_sq {e d : ℝ} {s : ℂ} {v : Fin 2 → ℂ} (hv : v ≠ 0)
    (h : hamiltonian e d *ᵥ v = s • v) : s ^ 2 = (e : ℂ) ^ 2 + (d : ℂ) ^ 2 := by
  rw [hamiltonian_mulVec] at h
  have h0 : (e : ℂ) * v 0 + d * v 1 = s * v 0 := congrFun h 0
  have h1 : (d : ℂ) * v 0 - e * v 1 = s * v 1 := congrFun h 1
  -- applying the Hamiltonian twice multiplies each amplitude by e² + d²
  have k0 : (s ^ 2 - ((e : ℂ) ^ 2 + (d : ℂ) ^ 2)) * v 0 = 0 := by
    linear_combination (-(s + e)) * h0 - d * h1
  have k1 : (s ^ 2 - ((e : ℂ) ^ 2 + (d : ℂ) ^ 2)) * v 1 = 0 := by
    linear_combination (-(s - e)) * h1 - d * h0
  by_contra hne
  have hne' := sub_ne_zero.mpr hne
  apply hv
  funext i
  fin_cases i
  · exact (mul_eq_zero.mp k0).resolve_left hne'
  · exact (mul_eq_zero.mp k1).resolve_left hne'

/-- Every eigenvalue of the Hamiltonian is real. -/
theorem eigenvalue_real {e d : ℝ} {s : ℂ} {v : Fin 2 → ℂ} (hv : v ≠ 0)
    (h : hamiltonian e d *ᵥ v = s • v) : s.im = 0 := by
  have hs := eigenvalue_sq hv h
  have hre := congrArg Complex.re hs
  have him := congrArg Complex.im hs
  simp only [pow_two, Complex.mul_re, Complex.mul_im, Complex.add_re, Complex.add_im,
    Complex.ofReal_re, Complex.ofReal_im] at hre him
  have hprod : s.re * s.im = 0 := by linarith
  rcases mul_eq_zero.mp hprod with h0 | h0
  · -- a purely imaginary number has no positive square
    rw [h0] at hre
    have hle : s.im * s.im ≤ 0 := by
      linarith [mul_self_nonneg e, mul_self_nonneg d]
    exact mul_self_eq_zero.mp (le_antisymm hle (mul_self_nonneg _))
  · exact h0

/-- If `e` and `d` are not both zero, an eigenstate of energy `s` satisfies
`s² = e² + d²` and has chirality `e / s`. -/
theorem energy_and_chirality {e d s : ℝ} {v : Fin 2 → ℂ} (hed : e ≠ 0 ∨ d ≠ 0)
    (h : IsEigenstate e d s v) :
    s ^ 2 = e ^ 2 + d ^ 2 ∧ chirality v = ((e / s : ℝ) : ℂ) := by
  obtain ⟨hn, hH⟩ := h
  have hv : v ≠ 0 := by
    rintro rfl
    simp at hn
  have hs : s ^ 2 = e ^ 2 + d ^ 2 := by exact_mod_cast eigenvalue_sq hv hH
  have hpos : 0 < e ^ 2 + d ^ 2 := by
    rcases hed with h | h <;> positivity
  have hs0 : s ≠ 0 := by
    intro h0
    rw [h0] at hs
    linarith
  refine ⟨hs, ?_⟩
  rw [hamiltonian_mulVec] at hH
  have h0 : (e : ℂ) * v 0 + d * v 1 = s * v 0 := congrFun hH 0
  have h1 : (d : ℂ) * v 0 - e * v 1 = s * v 1 := congrFun hH 1
  have hc := congrArg conj h0
  simp only [map_add, map_mul, Complex.conj_ofReal] at hc
  have hn' : conj (v 0) * v 0 + conj (v 1) * v 1 = 1 := by
    simpa [dotProduct, Fin.sum_univ_two] using hn
  have hz : chirality v = conj (v 0) * v 0 - conj (v 1) * v 1 := by
    simp [chirality, Z, Matrix.mulVec, dotProduct, Fin.sum_univ_two]
    ring
  -- the tunnelling terms cancel between the two amplitude equations
  have key : (s : ℂ) * chirality v = e := by
    rw [hz]
    linear_combination (-(v 0)) * hc + conj (v 1) * h1 + (e : ℂ) * hn'
  have hsC : (s : ℂ) ≠ 0 := Complex.ofReal_ne_zero.mpr hs0
  rw [Complex.ofReal_div, eq_div_iff hsC]
  linear_combination key

/-- For `e ≠ 0` the absolute chirality of an eigenstate is `1 / √(1 + (d/e)²)`. -/
theorem norm_chirality {e d s : ℝ} {v : Fin 2 → ℂ} (he : e ≠ 0)
    (h : IsEigenstate e d s v) :
    ‖chirality v‖ = 1 / Real.sqrt (1 + (d / e) ^ 2) := by
  obtain ⟨hs, hz⟩ := energy_and_chirality (Or.inl he) h
  have hq : 1 + (d / e) ^ 2 = (s / e) ^ 2 := by
    rw [div_pow, div_pow, hs, add_div, div_self (pow_ne_zero 2 he)]
  rw [hz, Complex.norm_real, Real.norm_eq_abs, hq, Real.sqrt_sq_eq_abs, one_div,
    ← abs_inv, inv_div]

/-- Chiral localization: along any family of eigenstates with `e ≠ 0` and `d / e → 0`,
the absolute chirality tends to `1`. -/
theorem chiral_localization {ι : Type*} {l : Filter ι} {e d s : ι → ℝ}
    {v : ι → Fin 2 → ℂ} (he : ∀ i, e i ≠ 0)
    (h : ∀ i, IsEigenstate (e i) (d i) (s i) (v i))
    (hlim : Tendsto (fun i => d i / e i) l (𝓝 0)) :
    Tendsto (fun i => ‖chirality (v i)‖) l (𝓝 1) := by
  have hc : Continuous (fun x : ℝ => 1 / Real.sqrt (1 + x ^ 2)) := by
    refine continuous_const.div (by fun_prop) (fun x => ?_)
    positivity
  have h1 : Tendsto (fun i => 1 / Real.sqrt (1 + (d i / e i) ^ 2)) l (𝓝 1) := by
    have h2 := (hc.tendsto 0).comp hlim
    simpa [Function.comp_def] using h2
  exact h1.congr (fun i => (norm_chirality (he i) (h i)).symm)

/-- Without parity violation and with non-zero tunnelling, every eigenstate has
chirality zero. -/
theorem chirality_eq_zero_of_parity {d s : ℝ} {v : Fin 2 → ℂ} (hd : d ≠ 0)
    (h : IsEigenstate 0 d s v) : chirality v = 0 := by
  rw [(energy_and_chirality (Or.inr hd) h).2]
  simp

/-- For `d ≠ 0` and each real root `s` of `s² = e² + d²`, the vector `(e + s, d)` is
non-zero and is an eigenvector with eigenvalue `s`. -/
theorem explicit_eigenvector {e d s : ℝ} (hd : d ≠ 0) (hs : s ^ 2 = e ^ 2 + d ^ 2) :
    ![(e : ℂ) + s, (d : ℂ)] ≠ 0 ∧
      hamiltonian e d *ᵥ ![(e : ℂ) + s, (d : ℂ)] = (s : ℂ) • ![(e : ℂ) + s, (d : ℂ)] := by
  have hs' : (s : ℂ) ^ 2 = (e : ℂ) ^ 2 + (d : ℂ) ^ 2 := by exact_mod_cast hs
  constructor
  · intro h
    have h1 : (d : ℂ) = 0 := congrFun h 1
    exact hd (Complex.ofReal_eq_zero.mp h1)
  · rw [hamiltonian_mulVec]
    funext i
    fin_cases i
    · show (e : ℂ) * (e + s) + d * d = s * (e + s)
      linear_combination -hs'
    · show (d : ℂ) * (e + s) - e * d = s * d
      ring

end

end ChiralLocalization
```

```lean
#print axioms ChiralLocalization.eigenvalue_real
#print axioms ChiralLocalization.chiral_localization
#print axioms ChiralLocalization.chirality_eq_zero_of_parity
#print axioms ChiralLocalization.explicit_eigenvector
```

```
'ChiralLocalization.eigenvalue_real' depends on axioms: [propext, Classical.choice, Quot.sound]
'ChiralLocalization.chiral_localization' depends on axioms: [propext, Classical.choice, Quot.sound]
'ChiralLocalization.chirality_eq_zero_of_parity' depends on axioms: [propext, Classical.choice, Quot.sound]
'ChiralLocalization.explicit_eigenvector' depends on axioms: [propext, Classical.choice, Quot.sound]
```

## How Lean eliminates the amplitudes

The lemma `hamiltonian_mulVec` computes Hv in components. In `eigenvalue_sq` and `energy_and_chirality`, rewriting the eigenvalue equation with this lemma and reading off the two entries produces equations (1) and (2), named `h0` and `h1` there.

In `eigenvalue_sq`, the statements `k0` and `k1` say that s² − (e² + d²) multiplied by either amplitude is zero. The tactic `linear_combination` is given the factors by which `h0` and `h1` have to be multiplied, and it checks the remaining polynomial identity. For `k0` these factors are, up to sign, s + e and d. This compresses the double use of (1) and (2) above into one step. If s² differed from e² + d², both amplitudes would vanish, contradicting `v ≠ 0`.

The proof of `eigenvalue_real` separates that complex equation into its real and imaginary parts. It then follows the two cases of the derivation: either the real part of s is zero, and the sign of the square forces the imaginary part to vanish, or the imaginary part is zero already.

## Where the tunnelling terms cancel

In `energy_and_chirality`, normalisation first excludes the zero vector, so `eigenvalue_sq` applies. Its complex equation is transferred to the real numbers, and the assumption on e and d then gives `s ≠ 0`.

The conjugate of equation (1) is called `hc`, and normalisation in components is `hn'`. The step named `key` states that s times the chirality equals e. Its `linear_combination` multiplies `hc` by −v₀, equation (2) by conj(v₁) and normalisation by e. These are the multiplications made by hand, and the terms containing d disappear in the sum. Division by s finishes the proof.

The separate lemma `chirality_eq_populations` rewrites each squared modulus as an amplitude times its conjugate and compares the result with the definition of the chirality. It supplies the physical reading of ⟨v, Zv⟩ and does not enter the proof of the limit.

## From the closed form to the limit

The theorem `norm_chirality` uses the energy formula to write 1 + (d/e)² as (s/e)². The square root of this is |s/e|, and its reciprocal is |e/s|, the absolute chirality already found.

For `chiral_localization`, the statement `hc` establishes that the function x ↦ 1/√(1 + x²) is continuous; its denominator is never zero. Composing it with the assumed limit of d(i)/e(i) gives the limit 1, and `norm_chirality` identifies the composed function with the absolute chirality for every i. No eigenvector has to be followed continuously, because the closed form is the same for both energy levels and for every choice of phase.

The theorem `chirality_eq_zero_of_parity` puts e = 0 into the formula e/s.

Finally, `explicit_eigenvector` checks the unnormalised vector (e + s, d) for d ≠ 0. Its second entry is non-zero, so the vector is too. The first component of the eigenvalue equation reduces to s² = e² + d², and the second is an algebraic identity. Dividing by the length found earlier gives a normalised state for each of the two energies, so with tunnelling present there are eigenstates to which the chirality formula applies.
